# An upper bound on the lowest plane-wave eigenvalue from a low-cutoff state and its residual

After diagonalising a plane-wave Hamiltonian at a low cutoff, I want to estimate how much the lowest eigenvalue would drop at a higher cutoff, without diagonalising the larger matrix. I split the larger matrix into blocks,

\[
H=\begin{pmatrix}A&B\\B^*&D\end{pmatrix},
\]

with \(A\) acting below the low cutoff, \(D\) acting on the added plane waves, and \(B\) coupling the two. From the low-cutoff solution \(Au=Eu\), \(\|u\|=1\), I form the residual \(r=B^*u\), solve \((D-E)w=r\), and take

\[
E_{\mathrm c}=E-\frac{\langle r,w\rangle}{1+\|w\|^2}
\]

as the corrected energy. If \(D-E\) is positive definite, I believe that \(E_{\mathrm c}\) lies between the lowest eigenvalue \(E_0\) of \(H\) and \(E\). Can this be made rigorous and checked by machine?

## Yes: the corrected energy is the Rayleigh quotient of \((u,-w)\)

Since \(Dw=r+Ew\), the full Hamiltonian acts on the trial vector as

\[
H\begin{pmatrix}u\\-w\end{pmatrix}
=\begin{pmatrix}Au-Bw\\B^*u-Dw\end{pmatrix}
=\begin{pmatrix}Eu-Bw\\-Ew\end{pmatrix}.
\]

Take the inner product with \((u,-w)\) and use \(\langle u,Bw\rangle=\langle B^*u,w\rangle=\langle r,w\rangle\). The result is \(E-\langle r,w\rangle+E\|w\|^2\). The squared norm of the trial vector is \(1+\|w\|^2\), so the quotient is

\[
\frac{E(1+\|w\|^2)-\langle r,w\rangle}{1+\|w\|^2}=E_{\mathrm c}.
\]

**Upper inequality.** As \(D-E\) is Hermitian and positive definite, \(\langle r,w\rangle=\langle w,(D-E)w\rangle\ge 0\), hence \(E_{\mathrm c}\le E\). If \(r\ne0\), then \(w\ne0\), and the inequality is strict.

**Lower inequality.** Expand any nonzero \(v\) in orthonormal eigenvectors of \(H\), with coefficients \(c_i\) and eigenvalues \(\lambda_i\). Then

\[
\langle v,(H-E_0)v\rangle=\sum_i(\lambda_i-E_0)|c_i|^2\ge0,
\]

so the Rayleigh quotient of \(v\) is at least \(E_0\). Equality leaves only components with \(\lambda_i=E_0\), which means \(Hv=E_0v\). The choice \(v=(u,-w)\) gives \(E_0\le E_{\mathrm c}\).

This inequality is also strict when \(r\ne0\). If \(E_{\mathrm c}=E_0\), the trial vector would be an eigenvector, and its lower block would read \(-Ew=-E_0w\). But \(E_0=E_{\mathrm c}<E\), so \(w=0\) and \(r=(D-E)w=0\), a contradiction.

## A two-plane-wave example

Take one plane wave on each side of the cutoff, with \(A=0\), \(B=2\), \(D=3\) in some energy unit. Then \(u=1\), \(E=0\), \(r=2\), \(w=2/3\), and

\[
E_{\mathrm c}=0-\frac{4/3}{1+4/9}=-\frac{12}{13}\approx-0.923.
\]

The eigenvalues of \(H\) solve \(\lambda^2-3\lambda-4=0\), so they are \(-1\) and \(4\), and indeed \(-1<-12/13<0\). Without the denominator the estimate would be \(-4/3\), below the true lowest eigenvalue: here the normalisation of the trial state is what keeps the estimate an upper bound.

## What the Lean theorems say

The index types `m` and `n` label the plane waves below and above the low cutoff, and `hamiltonian A B D` is the block matrix on `m ⊕ n`. The definitions `residual`, `correction`, `trial` and `correctedEnergy` are \(r\), \(w\), \((u,-w)\) and \(E_{\mathrm c}\). Inner products are written `star x ⬝ᵥ y`, conjugate-linear in the first argument; `rayleigh` and `correctedEnergy` use their real parts.

`IsLowestEigenvalue H E₀` says that `E₀` is the least real number with a nonzero eigenvector. The hypotheses `hH`, `hA` and `hu` say that \(H\) is Hermitian, that \(Au=Eu\), and that \(u\) is normalised. The state \(u\) need not be the lowest one of \(A\), but the bound is always on the lowest eigenvalue of \(H\): for an excited \(u\), \(E_{\mathrm c}\) can fall below the matching excited eigenvalue of \(H\).

The hypothesis `hD` is positive definiteness of \(D-E\). Physically, every state built only from the added plane waves must have mean energy above \(E\). This is plausible when their kinetic energy dominates, but it is assumed here, not derived from a potential.

`residual_corrected_bound` gives the Rayleigh-quotient identity and both inequalities; `residual_corrected_strict` makes the inequalities strict for \(r\ne0\).

For electronic structure, this supports a variational cutoff correction for a fixed Hamiltonian in a finite orthonormal basis, with the linear equation for \(w\) solved exactly. Self-consistent updates of the potential, overlap matrices and approximate inverses of \(D-E\) are not covered. The eigenvalue \(E_0\) belongs to the larger finite basis, not to the complete-basis limit.

```lean
import Mathlib

open Matrix
open scoped ComplexOrder

namespace PlaneWaveResidualCorrection

noncomputable section

variable {k m n : Type*} [Fintype k] [DecidableEq k] [Fintype m]
  [Fintype n] [DecidableEq n]

/-- The Hamiltonian in the full basis: `A` acts below the cutoff, `D` above it, and `B`
couples the two sets of plane waves. -/
def hamiltonian (A : Matrix m m ℂ) (B : Matrix m n ℂ) (D : Matrix n n ℂ) :
    Matrix (m ⊕ n) (m ⊕ n) ℂ := fromBlocks A B Bᴴ D

/-- The residual `r = B* u` of a low-cutoff state `u`. -/
def residual (B : Matrix m n ℂ) (u : m → ℂ) : n → ℂ := Bᴴ *ᵥ u

/-- The correction `w = (D - E)⁻¹ r`, for `D - E` invertible. -/
def correction (B : Matrix m n ℂ) (D : Matrix n n ℂ) (E : ℝ) (u : m → ℂ) : n → ℂ :=
  (D - (E : ℂ) • (1 : Matrix n n ℂ))⁻¹ *ᵥ residual B u

/-- The corrected trial state `(u, -w)` in the full basis, for `D - E` invertible. -/
def trial (B : Matrix m n ℂ) (D : Matrix n n ℂ) (E : ℝ) (u : m → ℂ) : m ⊕ n → ℂ :=
  Sum.elim u (-correction B D E u)

/-- The residual-corrected energy `E - ⟨r, w⟩ / (1 + ‖w‖²)`, for `D - E` invertible. -/
def correctedEnergy (B : Matrix m n ℂ) (D : Matrix n n ℂ) (E : ℝ) (u : m → ℂ) : ℝ :=
  E - (star (residual B u) ⬝ᵥ correction B D E u).re /
    (1 + (star (correction B D E u) ⬝ᵥ correction B D E u).re)

/-- The Rayleigh quotient `⟨v, H v⟩ / ⟨v, v⟩` of a Hermitian matrix, for nonzero `v`. -/
def rayleigh (H : Matrix k k ℂ) (v : k → ℂ) : ℝ :=
  (star v ⬝ᵥ H *ᵥ v).re / (star v ⬝ᵥ v).re

/-- `E₀` is the lowest real eigenvalue of `H`. -/
def IsLowestEigenvalue (H : Matrix k k ℂ) (E₀ : ℝ) : Prop :=
  IsLeast {e : ℝ | ∃ v : k → ℂ, v ≠ 0 ∧ H *ᵥ v = (e : ℂ) • v} E₀

/-- A Hermitian matrix shifted down by its lowest eigenvalue is positive semidefinite. -/
theorem shifted_posSemidef {H : Matrix k k ℂ} (hH : H.IsHermitian) {E₀ : ℝ}
    (h₀ : IsLowestEigenvalue H E₀) : (H - (E₀ : ℂ) • (1 : Matrix k k ℂ)).PosSemidef := by
  have hM : (H - (E₀ : ℂ) • (1 : Matrix k k ℂ)).IsHermitian := by
    unfold Matrix.IsHermitian
    rw [conjTranspose_sub, conjTranspose_smul, conjTranspose_one, hH.eq]
    simp
  -- every eigenvalue of the shifted matrix is an eigenvalue of `H` minus `E₀`
  have key : ∀ (μ : ℝ) (v : k → ℂ), v ≠ 0 →
      (H - (E₀ : ℂ) • (1 : Matrix k k ℂ)) *ᵥ v = μ • v → 0 ≤ μ := by
    intro μ v hv h
    rw [sub_mulVec, smul_mulVec, one_mulVec] at h
    have h' : H *ᵥ v = ((μ + E₀ : ℝ) : ℂ) • v := by
      rw [sub_eq_iff_eq_add.mp h]
      ext j
      simp [add_mul]
    have := h₀.2 ⟨v, hv, h'⟩
    linarith
  rw [hM.posSemidef_iff_eigenvalues_nonneg]
  intro i
  refine key _ (hM.eigenvectorBasis i).ofLp ?_ (hM.mulVec_eigenvectorBasis i)
  intro h
  exact hM.eigenvectorBasis.orthonormal.ne_zero i (by ext j; exact congrFun h j)

/-- Variational principle for a Hermitian matrix: the lowest eigenvalue is at most the Rayleigh
quotient of any nonzero vector, and a vector that attains it is an eigenvector. -/
theorem variational_principle {H : Matrix k k ℂ} (hH : H.IsHermitian) {E₀ : ℝ}
    (h₀ : IsLowestEigenvalue H E₀) {v : k → ℂ} (hv : v ≠ 0) :
    E₀ ≤ rayleigh H v ∧ (rayleigh H v = E₀ → H *ᵥ v = (E₀ : ℂ) • v) := by
  have hP := shifted_posSemidef hH h₀
  have hpos : 0 < (star v ⬝ᵥ v).re := by
    have h := (PosDef.one (n := k) (R := ℂ)).dotProduct_mulVec_pos hv
    rw [one_mulVec] at h
    exact (Complex.lt_def.mp h).1
  have hq := Complex.le_def.mp (hP.dotProduct_mulVec_nonneg v)
  have hform : (star v ⬝ᵥ (H - (E₀ : ℂ) • (1 : Matrix k k ℂ)) *ᵥ v).re
      = (star v ⬝ᵥ H *ᵥ v).re - E₀ * (star v ⬝ᵥ v).re := by
    rw [sub_mulVec, smul_mulVec, one_mulVec, dotProduct_sub, dotProduct_smul, smul_eq_mul,
      Complex.sub_re, Complex.re_ofReal_mul]
  constructor
  · have h1 := hq.1
    rw [hform, Complex.zero_re] at h1
    unfold rayleigh
    rw [le_div_iff₀ hpos]
    linarith
  · intro h
    unfold rayleigh at h
    rw [div_eq_iff hpos.ne'] at h
    -- a null vector of a positive semidefinite form lies in the kernel
    have hz : star v ⬝ᵥ (H - (E₀ : ℂ) • (1 : Matrix k k ℂ)) *ᵥ v = 0 := by
      apply Complex.ext
      · rw [hform, h, Complex.zero_re, sub_self]
      · exact hq.2.symm
    have hk := (hP.dotProduct_mulVec_zero_iff v).mp hz
    rw [sub_mulVec, smul_mulVec, one_mulVec] at hk
    exact sub_eq_zero.mp hk

/-- For positive definite `D - E`, the correction solves the linear equation `(D - E) w = r`. -/
theorem correction_equation (B : Matrix m n ℂ) {D : Matrix n n ℂ} {E : ℝ}
    (hD : (D - (E : ℂ) • (1 : Matrix n n ℂ)).PosDef) (u : m → ℂ) :
    (D - (E : ℂ) • (1 : Matrix n n ℂ)) *ᵥ correction B D E u = residual B u := by
  unfold correction
  rw [mulVec_mulVec, mul_nonsing_inv _ ((isUnit_iff_isUnit_det _).mp hD.isUnit), one_mulVec]

/-- If `A u = E u` and `D - E` is positive definite, the full Hamiltonian maps the trial state `(u,
-w)` to `(E u - B w, -E w)`. -/
theorem hamiltonian_mulVec_trial {A : Matrix m m ℂ} (B : Matrix m n ℂ) {D : Matrix n n ℂ}
    {E : ℝ} {u : m → ℂ} (hA : A *ᵥ u = (E : ℂ) • u)
    (hD : (D - (E : ℂ) • (1 : Matrix n n ℂ)).PosDef) :
    hamiltonian A B D *ᵥ trial B D E u =
      Sum.elim ((E : ℂ) • u - B *ᵥ correction B D E u) (-((E : ℂ) • correction B D E u)) := by
  have hw := correction_equation B hD u
  rw [sub_mulVec, smul_mulVec, one_mulVec, sub_eq_iff_eq_add] at hw
  have h2 : Bᴴ *ᵥ u + -(D *ᵥ correction B D E u) = -((E : ℂ) • correction B D E u) := by
    rw [hw]
    change residual B u + _ = _
    abel
  unfold hamiltonian trial
  rw [fromBlocks_mulVec, Sum.elim_comp_inl, Sum.elim_comp_inr, mulVec_neg, mulVec_neg, hA, h2,
    ← sub_eq_add_neg]

/-- If `u` is normalised, `A u = E u` and `D - E` is positive definite, the Rayleigh quotient of
`(u, -w)` is the residual-corrected energy. -/
theorem rayleigh_trial {A : Matrix m m ℂ} (B : Matrix m n ℂ) {D : Matrix n n ℂ}
    {E : ℝ} {u : m → ℂ} (hA : A *ᵥ u = (E : ℂ) • u) (hu : star u ⬝ᵥ u = 1)
    (hD : (D - (E : ℂ) • (1 : Matrix n n ℂ)).PosDef) :
    rayleigh (hamiltonian A B D) (trial B D E u) = correctedEnergy B D E u := by
  have dot : ∀ (a c : m → ℂ) (b d : n → ℂ),
      star (Sum.elim a b) ⬝ᵥ Sum.elim c d = star a ⬝ᵥ c + star b ⬝ᵥ d := by
    intro a c b d
    simp [dotProduct, Fintype.sum_sum_type]
  have hB : star u ⬝ᵥ B *ᵥ correction B D E u
      = star (residual B u) ⬝ᵥ correction B D E u := by
    unfold residual
    rw [star_mulVec, conjTranspose_conjTranspose, Matrix.dotProduct_mulVec]
  have hN : 0 ≤ (star (correction B D E u) ⬝ᵥ correction B D E u).re :=
    (Complex.le_def.mp (dotProduct_star_self_nonneg (correction B D E u))).1
  have hne : 1 + (star (correction B D E u) ⬝ᵥ correction B D E u).re ≠ 0 := by linarith
  have hEu : (star u ⬝ᵥ ((E : ℂ) • u)).re = E := by
    rw [dotProduct_smul, hu, smul_eq_mul, mul_one, Complex.ofReal_re]
  have hEw : (star (correction B D E u) ⬝ᵥ ((E : ℂ) • correction B D E u)).re
      = E * (star (correction B D E u) ⬝ᵥ correction B D E u).re := by
    rw [dotProduct_smul, smul_eq_mul, Complex.re_ofReal_mul]
  have hneg : ∀ b : n → ℂ,
      star (-correction B D E u) ⬝ᵥ (-b) = star (correction B D E u) ⬝ᵥ b := by
    intro b
    rw [star_neg, neg_dotProduct, dotProduct_neg, neg_neg]
  unfold rayleigh correctedEnergy
  rw [hamiltonian_mulVec_trial B hA hD]
  unfold trial
  rw [dot, dot, dotProduct_sub, hB, hneg, hneg, Complex.add_re, Complex.add_re,
    Complex.sub_re, hEu, hEw, hu, Complex.one_re]
  rw [eq_sub_iff_add_eq, ← add_div, div_eq_iff hne]
  ring

/-- If `D - E` is positive definite, a nonzero residual makes the corrected energy strictly lower
than `E`. -/
theorem correctedEnergy_lt (B : Matrix m n ℂ) {D : Matrix n n ℂ} {E : ℝ} {u : m → ℂ}
    (hD : (D - (E : ℂ) • (1 : Matrix n n ℂ)).PosDef) (hr : residual B u ≠ 0) :
    correctedEnergy B D E u < E := by
  have hw := correction_equation B hD u
  have hw0 : correction B D E u ≠ 0 := by
    intro h
    rw [h, mulVec_zero] at hw
    exact hr hw.symm
  have hg := hD.dotProduct_mulVec_pos hw0
  rw [hw] at hg
  have hsymm : (star (residual B u) ⬝ᵥ correction B D E u).re
      = (star (correction B D E u) ⬝ᵥ residual B u).re := by
    simp only [dotProduct, Complex.re_sum]
    refine Finset.sum_congr rfl fun i _ => ?_
    simp [Complex.mul_re]
    ring
  have hpos : 0 < (star (residual B u) ⬝ᵥ correction B D E u).re := by
    rw [hsymm]
    exact (Complex.lt_def.mp hg).1
  have hN : 0 ≤ (star (correction B D E u) ⬝ᵥ correction B D E u).re :=
    (Complex.le_def.mp (dotProduct_star_self_nonneg (correction B D E u))).1
  unfold correctedEnergy
  exact sub_lt_self _ (div_pos hpos (by linarith))

/-- Let the full Hamiltonian be Hermitian, `u` normalised with `A u = E u`, and `D - E` positive
definite. The residual-corrected energy is the Rayleigh quotient of `(u, -w)`; it lies between the
lowest eigenvalue of the full Hamiltonian and the low-cutoff eigenvalue `E`. -/
theorem residual_corrected_bound [DecidableEq m] {A : Matrix m m ℂ}
    {B : Matrix m n ℂ} {D : Matrix n n ℂ}
    {E E₀ : ℝ} {u : m → ℂ} (hH : (hamiltonian A B D).IsHermitian)
    (h₀ : IsLowestEigenvalue (hamiltonian A B D) E₀)
    (hA : A *ᵥ u = (E : ℂ) • u) (hu : star u ⬝ᵥ u = 1)
    (hD : (D - (E : ℂ) • (1 : Matrix n n ℂ)).PosDef) :
    rayleigh (hamiltonian A B D) (trial B D E u) = correctedEnergy B D E u ∧
      E₀ ≤ correctedEnergy B D E u ∧ correctedEnergy B D E u ≤ E := by
  have hR := rayleigh_trial B hA hu hD
  have ht : trial B D E u ≠ 0 := by
    intro h
    have hu0 : u = 0 := funext fun i => congrFun h (Sum.inl i)
    simp [hu0] at hu
  refine ⟨hR, hR ▸ (variational_principle hH h₀ ht).1, ?_⟩
  by_cases hr : residual B u = 0
  · simp [correctedEnergy, hr]
  · exact (correctedEnergy_lt B hD hr).le

/-- Let the full Hamiltonian be Hermitian, `u` normalised with `A u = E u`, and `D - E` positive
definite. For a nonzero residual the corrected energy lies strictly between the lowest eigenvalue of
the full Hamiltonian and `E`. -/
theorem residual_corrected_strict [DecidableEq m] {A : Matrix m m ℂ}
    {B : Matrix m n ℂ} {D : Matrix n n ℂ}
    {E E₀ : ℝ} {u : m → ℂ} (hH : (hamiltonian A B D).IsHermitian)
    (h₀ : IsLowestEigenvalue (hamiltonian A B D) E₀)
    (hA : A *ᵥ u = (E : ℂ) • u) (hu : star u ⬝ᵥ u = 1)
    (hD : (D - (E : ℂ) • (1 : Matrix n n ℂ)).PosDef) (hr : residual B u ≠ 0) :
    E₀ < correctedEnergy B D E u ∧ correctedEnergy B D E u < E := by
  have hlt := correctedEnergy_lt B hD hr
  obtain ⟨hR, hle, -⟩ := residual_corrected_bound hH h₀ hA hu hD
  refine ⟨lt_of_le_of_ne hle fun heq => hr ?_, hlt⟩
  have ht : trial B D E u ≠ 0 := by
    intro h
    have hu0 : u = 0 := funext fun i => congrFun h (Sum.inl i)
    simp [hu0] at hu
  -- equality would make the trial state an eigenvector
  have hv := (variational_principle hH h₀ ht).2 (hR.trans heq.symm)
  rw [hamiltonian_mulVec_trial B hA hD] at hv
  have hEE : (E : ℂ) - (E₀ : ℂ) ≠ 0 := by
    rw [← Complex.ofReal_sub]
    exact Complex.ofReal_ne_zero.mpr (by linarith)
  -- its high-cutoff block then forces the correction to vanish
  have hw0 : correction B D E u = 0 := by
    funext j
    have hj : -((E : ℂ) * correction B D E u j) = (E₀ : ℂ) * -(correction B D E u j) :=
      congrFun hv (Sum.inr j)
    have hz : ((E : ℂ) - (E₀ : ℂ)) * correction B D E u j = 0 := by
      linear_combination -hj
    exact (mul_eq_zero.mp hz).resolve_left hEE
  rw [← correction_equation B hD u, hw0, mulVec_zero]

end

end PlaneWaveResidualCorrection
```

```lean
#print axioms PlaneWaveResidualCorrection.residual_corrected_bound
#print axioms PlaneWaveResidualCorrection.residual_corrected_strict
```

```
'PlaneWaveResidualCorrection.residual_corrected_bound' depends on axioms: [propext, Classical.choice, Quot.sound]
'PlaneWaveResidualCorrection.residual_corrected_strict' depends on axioms: [propext, Classical.choice, Quot.sound]
```

## How the proof follows the algebra

`shifted_posSemidef` shows that \(H-E_0\) is positive semidefinite. An eigenvector of the shifted matrix with eigenvalue \(\mu\) is an eigenvector of \(H\) with eigenvalue \(\mu+E_0\), so minimality of \(E_0\) gives \(\mu\ge0\).

`variational_principle` turns this into the inequality for Rayleigh quotients by expanding the shifted quadratic form in `hform`. For equality it replaces the sum over eigenvectors by an equivalent fact: a vector on which a positive semidefinite form vanishes lies in the kernel of the matrix.

`correction_equation` uses the invertibility of \(D-E\) to recover \((D-E)w=r\), and `hamiltonian_mulVec_trial` is the block computation above. In `rayleigh_trial`, `dot` splits inner products into their two blocks, `hB` moves \(B\) across the inner product, and `ring` finishes the algebra after the denominator is cleared.

`correctedEnergy_lt` first shows \(w\ne0\), then obtains \(\langle r,w\rangle>0\) from positive definiteness; `hsymm` identifies the real parts of \(\langle r,w\rangle\) and \(\langle w,r\rangle\).

The bound theorem combines these results, treating \(r=0\) separately, where \(E_{\mathrm c}=E\). The strict theorem assumes \(E_0=E_{\mathrm c}\) and reads off each high-cutoff component of the eigenvalue equation in `hj`. This gives \((E-E_0)w_j=0\), hence \(w=0\), and `correction_equation` then returns the contradiction \(r=0\).
